# In two or more dimensions, a Newtonian fluid's viscous dissipation is nonnegative for every velocity gradient exactly when its shear and bulk viscosities are both nonnegative

The viscous stress is taken to be linear and isotropic in the velocity gradient `G`: the shear viscosity η multiplies the traceless symmetric tensor G + Gᵀ − (2/d) Tr(G) I, and the bulk viscosity ζ multiplies Tr(G) I. The power dissipated per unit volume is the full contraction of this stress with `G`. The declaration `dissipation_nonneg_iff` states that, for d ≥ 2, this power is nonnegative for every real d × d matrix `G` if and only if η ≥ 0 and ζ ≥ 0. One direction is quoted from an earlier lemma. For the other, the attempt tests two flows: a simple shear of unit rate, which dissipates η, and a uniform expansion with `G` the identity, which dissipates ζd².

In Lean, a first try:

```lean
import Mathlib

open Matrix MeasureTheory

namespace DissipationNonnegIff

noncomputable section

variable {d : ℕ}

/-- The traceless shear-rate tensor `S = G + Gᵀ - (2/d) Tr(G) I` of a velocity gradient `G`
in `d ≥ 1` dimensions. -/
def shear (G : Matrix (Fin d) (Fin d) ℝ) : Matrix (Fin d) (Fin d) ℝ :=
  G + Gᵀ - (2 / (d : ℝ) * G.trace) • (1 : Matrix (Fin d) (Fin d) ℝ)

/-- The viscous stress `P = η S + ζ Tr(G) I` with shear viscosity `η` and bulk viscosity `ζ`. -/
def stress (η ζ : ℝ) (G : Matrix (Fin d) (Fin d) ℝ) : Matrix (Fin d) (Fin d) ℝ :=
  η • shear G + (ζ * G.trace) • (1 : Matrix (Fin d) (Fin d) ℝ)

/-- The power dissipated per unit volume, `∑ P_ij G_ij`. -/
def dissipation (η ζ : ℝ) (G : Matrix (Fin d) (Fin d) ℝ) : ℝ :=
  ∑ i, ∑ j, stress η ζ G i j * G i j

/-- The full contraction of two tensors is a trace: `∑ A_ij B_ij = Tr(A Bᵀ)`. -/
theorem contract_eq_trace (A B : Matrix (Fin d) (Fin d) ℝ) :
    ∑ i, ∑ j, A i j * B i j = (A * Bᵀ).trace := by
  simp [Matrix.trace, Matrix.mul_apply]

/-- The shear-rate tensor is symmetric. -/
theorem shear_transpose (G : Matrix (Fin d) (Fin d) ℝ) : (shear G)ᵀ = shear G := by
  simp [shear, add_comm]

/-- The shear-rate tensor has zero trace. -/
theorem shear_trace (G : Matrix (Fin d) (Fin d) ℝ) : (shear G).trace = 0 := by
  rcases Nat.eq_zero_or_pos d with h | h
  · subst h
    simp [Matrix.trace]
  · have hd : (d : ℝ) ≠ 0 := by exact_mod_cast h.ne'
    have h2 : 2 / (d : ℝ) * G.trace * d = 2 * G.trace := by field_simp
    simp only [shear, Matrix.trace_sub, Matrix.trace_add, Matrix.trace_transpose,
      Matrix.trace_smul, Matrix.trace_one, Fintype.card_fin, smul_eq_mul]
    linarith

/-- The squared shear rate is twice the contraction of the shear-rate tensor with the
velocity gradient: `∑ S_ij² = 2 ∑ S_ij G_ij`. -/
theorem shear_sq (G : Matrix (Fin d) (Fin d) ℝ) :
    ∑ i, ∑ j, shear G i j ^ 2 = 2 * ∑ i, ∑ j, shear G i j * G i j := by
  -- symmetry of S: it does not distinguish G from its transpose
  have h1 : (shear G * G).trace = (shear G * Gᵀ).trace := by
    rw [← Matrix.trace_transpose (shear G * G), Matrix.transpose_mul, shear_transpose,
      Matrix.trace_mul_comm]
  calc ∑ i, ∑ j, shear G i j ^ 2 = (shear G * (shear G)ᵀ).trace := by
        rw [← contract_eq_trace]
        simp only [pow_two]
    _ = (shear G * (G + Gᵀ - (2 / (d : ℝ) * G.trace) •
          (1 : Matrix (Fin d) (Fin d) ℝ))).trace :=
        congrArg (fun X => (shear G * X).trace) (shear_transpose G)
    _ = 2 * (shear G * Gᵀ).trace := by
        -- the isotropic part drops out because S is traceless
        rw [mul_sub, mul_add, Matrix.trace_sub, Matrix.trace_add, h1, Matrix.mul_smul,
          mul_one, Matrix.trace_smul, shear_trace, smul_zero]
        ring
    _ = 2 * ∑ i, ∑ j, shear G i j * G i j := by rw [contract_eq_trace]

/-- The dissipated power splits into a shear and a bulk part:
`∑ P_ij G_ij = (η/2) ∑ S_ij² + ζ (Tr G)²`. -/
theorem dissipation_eq (η ζ : ℝ) (G : Matrix (Fin d) (Fin d) ℝ) :
    dissipation η ζ G = η / 2 * ∑ i, ∑ j, shear G i j ^ 2 + ζ * G.trace ^ 2 := by
  rw [shear_sq, dissipation, contract_eq_trace (stress η ζ G) G,
    contract_eq_trace (shear G) G, stress, add_mul, Matrix.smul_mul, Matrix.smul_mul,
    one_mul, Matrix.trace_add, Matrix.trace_smul, Matrix.trace_smul, Matrix.trace_transpose]
  simp only [smul_eq_mul]
  ring

/-- With nonnegative viscosities the dissipated power is nonnegative. -/
theorem dissipation_nonneg {η ζ : ℝ} (hη : 0 ≤ η) (hζ : 0 ≤ ζ)
    (G : Matrix (Fin d) (Fin d) ℝ) : 0 ≤ dissipation η ζ G := by
  rw [dissipation_eq]
  positivity

/-- A simple shear flow of unit rate, with a single off-diagonal velocity gradient,
dissipates the power `η`. -/
theorem dissipation_simple_shear (η ζ : ℝ) {a b : Fin d} (hab : a ≠ b) :
    dissipation η ζ (Matrix.single a b 1) = η := by
  unfold dissipation
  rw [Finset.sum_eq_single a
      (fun i _ hi => Finset.sum_eq_zero fun j _ => by simp [hi.symm])
      (by simp),
    Finset.sum_eq_single b (fun j _ hj => by simp [hj.symm]) (by simp)]
  simp [stress, shear, hab, hab.symm]

/-- In two or more dimensions, no flow has negative dissipation if and only if both
viscosities are nonnegative. -/
theorem dissipation_nonneg_iff (hd : 2 ≤ d) (η ζ : ℝ) :
    (∀ G : Matrix (Fin d) (Fin d) ℝ, 0 ≤ dissipation η ζ G) ↔ 0 ≤ η ∧ 0 ≤ ζ := by
  refine ⟨fun h => ⟨?_, ?_⟩, fun h G => dissipation_nonneg h.1 h.2 G⟩
  · -- simple shear isolates η
    have hab : (⟨0, by omega⟩ : Fin d) ≠ ⟨1, by omega⟩ := by simp
    have h1 := h (Matrix.single _ _ 1)
    rwa [dissipation_simple_shear η ζ hab] at h1
  · -- uniform expansion isolates ζ
    have hd0 : (0 : ℝ) < d := by exact_mod_cast (by omega : 0 < d)
    have h2 : 2 / (d : ℝ) * d = 2 := div_mul_cancel₀ 2 hd0.ne'
    have hS : shear (1 : Matrix (Fin d) (Fin d) ℝ) = 0 := by
      rw [shear, Matrix.trace_one, Fintype.card_fin, Matrix.transpose_one, h2, two_smul,
        sub_self]
    have hz : ∑ i, ∑ j, (0 : Matrix (Fin d) (Fin d) ℝ) i j ^ 2 = 0 := by simp
    have h1 := h 1
    rw [dissipation_eq, hS, hz, Matrix.trace_one, Fintype.card_fin] at h1
    by_contra hneg
    have h3 := mul_neg_of_neg_of_pos (not_le.mp hneg) (pow_pos hd0 2)
    linarith

end

end DissipationNonnegIff
```

Compiling this gives:

```
Main.lean:99:34: error: don't know how to synthesize placeholder for argument `j`
context:
d : ℕ
hd : 2 ≤ d
η ζ : ℝ
h : ∀ (G : Matrix (Fin d) (Fin d) ℝ), 0 ≤ dissipation η ζ G
hab : ⟨0, ⋯⟩ ≠ ⟨1, ⋯⟩
⊢ Fin d
Main.lean:99:32: error: don't know how to synthesize placeholder for argument `i`
context:
d : ℕ
hd : 2 ≤ d
η ζ : ℝ
h : ∀ (G : Matrix (Fin d) (Fin d) ℝ), 0 ≤ dissipation η ζ G
hab : ⟨0, ⋯⟩ ≠ ⟨1, ⋯⟩
⊢ Fin d
Main.lean:99:9: error: failed to infer `have` declaration type
```

The repair, with which the file compiles:

```diff
@@ -97,6 +97,5 @@
   · -- simple shear isolates η
     have hab : (⟨0, by omega⟩ : Fin d) ≠ ⟨1, by omega⟩ := by simp
-    have h1 := h (Matrix.single _ _ 1)
-    rwa [dissipation_simple_shear η ζ hab] at h1
+    exact (h _).trans_eq (dissipation_simple_shear η ζ hab)
   · -- uniform expansion isolates ζ
     have hd0 : (0 : ℝ) < d := by exact_mod_cast (by omega : 0 < d)
```

All three messages come from the line `have h1 := h (Matrix.single _ _ 1)`. The first two say that Lean cannot find the row and column indices `i` and `j` of `Matrix.single`, left as underscores. The hypothesis `h` accepts any matrix, so it fixes only their type, `Fin d`. The intended indices appear in `hab`, but that is used only on the next line, and Lean must settle the statement of `h1` before it gets there. The third message is the consequence: with the indices unknown, the type of `h1` cannot be inferred.

The repair puts `h _` and `dissipation_simple_shear η ζ hab` into one term. Now `hab` fixes the two indices, and `trans_eq` requires the dissipation in `h _` to be the left-hand side of the lemma's equation, which determines the missing matrix. From 0 ≤ dissipation and dissipation = η it then gives the goal 0 ≤ η, so the separate `rwa` step is no longer needed.
